# The excess energy of a slab of pair-interacting layers tends to the broken-bond energy when $\sum_k k\,|v(k)|$ converges

The energy of a slab can be defined by listing its pairs of layers or by a formula that has already counted them. Here it is defined by the list: the layers are numbered $0,\dots,N-1$, two layers at separation $k\ge 1$ contribute a real energy $v(k)$, and the slab energy $E(N)$ is the double sum over pairs. The count of $N-k$ pairs at separation $k$ is then a theorem. If $E(N)$ were instead defined as $\sum_{1\le k<N}(N-k)\,v(k)$, the limit below would be the same, but the counting theorem would hold by definition and nothing would tie the formula to actual pairs of layers.

The model keeps all layers identical and frozen in their bulk positions. It has no relaxation, no many-body terms and no electronic effects that depend on thickness. Within these limits, the result bears on the practice of extracting surface energies from total energies of slabs of increasing thickness.

## Slab, bulk and cut

```lean
import Mathlib

open Filter Topology Finset

namespace SlabSurfaceEnergy

noncomputable section
```

This loads the mathematical library Mathlib and allows short names for finite sums and limits.

```lean
/-- Energy of a slab of `N` layers: the sum of `v (j - i)` over all pairs of layers
`i < j < N`. -/
def slabEnergy (v : ℕ → ℝ) (N : ℕ) : ℝ :=
  ∑ j ∈ range N, ∑ i ∈ range j, v (j - i)
```

`v : ℕ → ℝ` is the pair energy as a function of separation, and `range N` is the set $\{0,\dots,N-1\}$. The definition reads
$$E(N)=\sum_{j=0}^{N-1}\ \sum_{i=0}^{j-1} v(j-i).$$
Each pair appears once, with $i<j$, so $v(0)$ never enters.

```lean
/-- Bulk energy per layer: the sum of the pair energies over all separations `1, 2, 3, …`. -/
def bulkEnergy (v : ℕ → ℝ) : ℝ := ∑' k : ℕ, v (k + 1)
```

The symbol `∑'` is an infinite sum. The bulk energy per layer is $e=\sum_{k\ge0}v(k+1)$, where the shift by one starts the separations at $1$. In an infinite chain each layer has two neighbours at every separation and owns half of each pair, which gives one $v$ per separation. The energy of a layer by itself is left out of both $E(N)$ and $e$. It would add the same constant per layer to each and cancel from the excess energy $E(N)-Ne$.

```lean
/-- Broken-bond energy of a cut through the infinite chain: minus the sum of `k * v k`. -/
def brokenBondEnergy (v : ℕ → ℝ) : ℝ := -∑' k : ℕ, (k : ℝ) * v k
```

This is $C=-\sum_{k\ge0}k\,v(k)$. Cut an infinite chain between two layers: exactly $k$ pairs at separation $k$ straddle the cut, and removing their interaction costs $C$ if the series converges absolutely. The cut creates two surfaces, so $C$ belongs to both together. If $v$ is the energy per surface cell of area $A$, the surface energy per unit area is $C/(2A)$.

## Counting the pairs

```lean
/-- Adding one layer to a slab of `N` layers adds its pair energies at separations
`1, …, N`. -/
theorem slabEnergy_succ (v : ℕ → ℝ) (N : ℕ) :
    slabEnergy v (N + 1) = slabEnergy v N + ∑ k ∈ range N, v (k + 1) := by
  unfold slabEnergy
  rw [Finset.sum_range_succ]
  congr 1
  -- count the separations from the new layer downwards
  refine Eq.trans ?_ (Finset.sum_range_reflect (fun k => v (k + 1)) N)
  apply Finset.sum_congr rfl
  intro i hi
  have hi' := Finset.mem_range.1 hi
  show v (N - i) = v (N - 1 - i + 1)
  congr 1
  omega
```

Write $S_N=\sum_{k=0}^{N-1}v(k+1)$ for the pair energy summed up to separation $N$. The theorem says $E(N+1)=E(N)+S_N$.

By hand, the new layer has number $N$ and interacts with the layers $i=0,\dots,N-1$, which adds $\sum_{i=0}^{N-1}v(N-i)$. Counting from the new layer downwards, with $i=N-1-k$, turns this into $S_N$. In Lean, `Finset.sum_range_succ` splits off the new layer, `Finset.sum_range_reflect` reverses the order of summation, and `omega` settles the integer identity between the two indices.

```lean
/-- The slab energy is `N` times the pair energy summed up to separation `N`, minus the sum
of `k * v k` up to the same separation. -/
theorem slabEnergy_eq_linear (v : ℕ → ℝ) (N : ℕ) :
    slabEnergy v N =
      N * ∑ k ∈ range N, v (k + 1) - ∑ k ∈ range (N + 1), (k : ℝ) * v k := by
  induction N with
  | zero => simp [slabEnergy]
  | succ N ih =>
    rw [slabEnergy_succ, ih, Finset.sum_range_succ (fun k => v (k + 1)) N,
      Finset.sum_range_succ (fun k : ℕ => (k : ℝ) * v k) (N + 1)]
    push_cast
    ring
```

Write also $T_N=\sum_{k=0}^{N}k\,v(k)$. The claim is
$$E(N)=N\,S_N-T_N,$$
and the proof is by induction. For $N=0$ both sides vanish. If the formula holds for $N$, the previous theorem gives
$$E(N+1)=N S_N-T_N+S_N=(N+1)S_N-T_N.$$
Passing from $S_N$ and $T_N$ to $S_{N+1}$ and $T_{N+1}$ adds $(N+1)\,v(N+1)$ to the first term and the same amount to the second, so the difference is unchanged and equals $(N+1)S_{N+1}-T_{N+1}$. The closing `ring` does this algebra.

```lean
/-- The slab energy, grouped by separation: it is the sum of `(N - k) * v k` over `1 ≤ k < N`. -/
theorem slabEnergy_eq_pair_count (v : ℕ → ℝ) (N : ℕ) :
    slabEnergy v N = ∑ k ∈ Ico 1 N, ((N : ℝ) - k) * v k := by
  cases N with
  | zero => simp [slabEnergy]
  | succ M =>
    rw [slabEnergy_succ, slabEnergy_eq_linear, Finset.sum_range_succ', Nat.cast_zero,
      zero_mul, add_zero, Finset.sum_Ico_eq_sum_range, Nat.add_sub_cancel, Finset.mul_sum,
      ← Finset.sum_sub_distrib, ← Finset.sum_add_distrib]
    apply Finset.sum_congr rfl
    intro k _
    simp only [Nat.add_comm 1 k]
    push_cast
    ring
```

`Ico 1 N` is the set of integers with $1\le k<N$, so the statement is
$$E(N)=\sum_{1\le k<N}(N-k)\,v(k).$$
For $N=0$ both sides are empty sums. For $N=M+1$, the two preceding theorems give $E(M+1)=E(M)+S_M=(M+1)S_M-T_M$. The $k=0$ term of $T_M$ is zero, so
$$E(M+1)=\sum_{k=0}^{M-1}\big[(M+1)-(k+1)\big]\,v(k+1),$$
which is the claimed sum with its index shifted by one. The long `rw` merges the sums into one, and `Finset.sum_congr` then compares them term by term. No assumption on $v$ has been needed so far.

## The limit of the excess energy

```lean
/-- Exact finite-size formula: if `k * |v k|` is summable, the slab energy is the bulk term plus the
broken-bond energy plus a remainder that contains only pair energies at separations larger than `N`.
-/
theorem slabEnergy_finite_size {v : ℕ → ℝ} (h : Summable fun k : ℕ => (k : ℝ) * |v k|)
    (N : ℕ) :
    slabEnergy v N = N * bulkEnergy v + brokenBondEnergy v
      + ∑' j : ℕ, ((j : ℝ) + 1) * v (j + N + 1) := by
  have h1 : Summable fun k : ℕ => (k : ℝ) * v k := by
    have e : (fun k : ℕ => ‖(k : ℝ) * v k‖) = fun k : ℕ => (k : ℝ) * |v k| := by
      funext k
      rw [Real.norm_eq_abs, abs_mul, Nat.abs_cast]
    exact Summable.of_norm (by rw [e]; exact h)
  have h0 : Summable fun k : ℕ => v (k + 1) := by
    refine Summable.of_norm_bounded (g := fun k : ℕ => ((k + 1 : ℕ) : ℝ) * |v (k + 1)|)
      ((summable_nat_add_iff (f := fun k : ℕ => (k : ℝ) * |v k|) 1).2 h) fun k => ?_
    show |v (k + 1)| ≤ ((k + 1 : ℕ) : ℝ) * |v (k + 1)|
    push_cast
    nlinarith [mul_nonneg (Nat.cast_nonneg k : (0 : ℝ) ≤ k) (abs_nonneg (v (k + 1)))]
  have hR0 : Summable fun j : ℕ => v (j + N + 1) :=
    (summable_nat_add_iff (f := fun k : ℕ => v (k + 1)) N).2 h0
  have hR1 : Summable fun j : ℕ => ((j + N + 1 : ℕ) : ℝ) * v (j + N + 1) :=
    (summable_nat_add_iff (f := fun k : ℕ => (k : ℝ) * v k) (N + 1)).2 h1
  -- split both series at separation `N`
  have e0 : ∑ k ∈ range N, v (k + 1) + ∑' j : ℕ, v (j + N + 1) = bulkEnergy v :=
    h0.sum_add_tsum_nat_add N
  have e1 : ∑ k ∈ range (N + 1), (k : ℝ) * v k
      + ∑' j : ℕ, ((j + N + 1 : ℕ) : ℝ) * v (j + N + 1) = ∑' k : ℕ, (k : ℝ) * v k :=
    h1.sum_add_tsum_nat_add (N + 1)
  have e2 : ∑' j : ℕ, ((j : ℝ) + 1) * v (j + N + 1)
      = ∑' j : ℕ, ((j + N + 1 : ℕ) : ℝ) * v (j + N + 1)
        - N * ∑' j : ℕ, v (j + N + 1) := by
    rw [← tsum_mul_left, ← hR1.tsum_sub (hR0.mul_left _)]
    apply tsum_congr
    intro j
    push_cast
    ring
  rw [slabEnergy_eq_linear, e2, brokenBondEnergy]
  linear_combination (N : ℝ) * e0 - e1
```

The hypothesis `h` says that $\sum_k k\,|v(k)|$ converges. Physically, the interaction across a cut through the infinite chain is finite even when every pair is counted with its absolute value. The conclusion is exact for every $N$:
$$E(N)=N e+C+\sum_{j\ge0}(j+1)\,v(j+N+1).$$

By hand, first note that both series converge absolutely, because $|k\,v(k)|=k\,|v(k)|$ and $|v(k+1)|\le(k+1)\,|v(k+1)|$. These are `h1` and `h0` in the proof. Now split each series at separation $N$, as `e0` and `e1` do:
$$e=S_N+\sum_{j\ge0}v(j+N+1),\qquad -C=T_N+\sum_{j\ge0}(j+N+1)\,v(j+N+1).$$
Solve for $S_N$ and $T_N$ and insert them into $E(N)=N S_N-T_N$. What remains besides $Ne+C$ is
$$\sum_{j\ge0}(j+N+1)\,v(j+N+1)-N\sum_{j\ge0}v(j+N+1)=\sum_{j\ge0}(j+1)\,v(j+N+1),$$
which is `e2`. The final `linear_combination` adds up these equations.

```lean
/-- If `k * |v k|` is summable, the slab energy minus `N` times the bulk energy per layer
converges to the broken-bond energy as the slab grows. -/
theorem surface_excess_tendsto {v : ℕ → ℝ} (h : Summable fun k : ℕ => (k : ℝ) * |v k|) :
    Tendsto (fun N : ℕ => slabEnergy v N - N * bulkEnergy v) atTop
      (𝓝 (brokenBondEnergy v)) := by
  -- the remainder is dominated by a tail of the convergent series
  have hr : Tendsto (fun N : ℕ => ∑' j : ℕ, ((j : ℝ) + 1) * v (j + N + 1)) atTop (𝓝 0) := by
    refine squeeze_zero_norm
      (a := fun N : ℕ => ∑' j : ℕ, ((j + N + 1 : ℕ) : ℝ) * |v (j + N + 1)|) (fun N => ?_)
      (tendsto_sum_nat_add fun k : ℕ => ((k + 1 : ℕ) : ℝ) * |v (k + 1)|)
    have hs : Summable fun j : ℕ => ((j + N + 1 : ℕ) : ℝ) * |v (j + N + 1)| :=
      (summable_nat_add_iff (f := fun k : ℕ => (k : ℝ) * |v k|) (N + 1)).2 h
    refine tsum_of_norm_bounded hs.hasSum fun j => ?_
    rw [norm_mul, Real.norm_eq_abs, Real.norm_eq_abs,
      abs_of_nonneg (by positivity : (0 : ℝ) ≤ (j : ℝ) + 1)]
    refine mul_le_mul_of_nonneg_right ?_ (abs_nonneg _)
    push_cast
    linarith [(Nat.cast_nonneg N : (0 : ℝ) ≤ N)]
  have h2 := hr.const_add (brokenBondEnergy v)
  rw [add_zero] at h2
  refine h2.congr fun N => ?_
  rw [slabEnergy_finite_size h N]
  ring
```

`Tendsto f atTop (𝓝 L)` means $f(N)\to L$ as $N\to\infty$. The theorem therefore states
$$E(N)-N e\ \longrightarrow\ C=-\sum_{k\ge0}k\,v(k).$$

By the exact formula, it is enough that the remainder vanishes. Since $j+1\le j+N+1$,
$$\Big|\sum_{j\ge0}(j+1)\,v(j+N+1)\Big|\le\sum_{j\ge0}(j+N+1)\,|v(j+N+1)|.$$
The right-hand side is the tail of the convergent series in the hypothesis, and it tends to zero. In Lean, `tsum_of_norm_bounded` gives the bound, `tendsto_sum_nat_add` says that the tail vanishes, and `squeeze_zero_norm` combines them. The rest of the proof adds the constant $C$. The theorem gives no rate of convergence, which depends on how fast $v$ decays.

## Two estimates that do not use the bulk energy

```lean
/-- If `k * |v k|` is summable, the intercept of the straight line through the energies of the slabs
with `N` and `N + 1` layers converges to the broken-bond energy. -/
theorem two_slab_intercept_tendsto {v : ℕ → ℝ}
    (h : Summable fun k : ℕ => (k : ℝ) * |v k|) :
    Tendsto (fun N : ℕ => slabEnergy v N - N * (slabEnergy v (N + 1) - slabEnergy v N))
      atTop (𝓝 (brokenBondEnergy v)) := by
  have h1 : Summable fun k : ℕ => (k : ℝ) * v k := by
    have e : (fun k : ℕ => ‖(k : ℝ) * v k‖) = fun k : ℕ => (k : ℝ) * |v k| := by
      funext k
      rw [Real.norm_eq_abs, abs_mul, Nat.abs_cast]
    exact Summable.of_norm (by rw [e]; exact h)
  refine ((h1.hasSum.tendsto_sum_nat.comp (tendsto_add_atTop_nat 1)).neg).congr fun N => ?_
  show -(∑ k ∈ range (N + 1), (k : ℝ) * v k) = _
  rw [slabEnergy_succ, slabEnergy_eq_linear]
  ring
```

The straight line through the points $(N,E(N))$ and $(N+1,E(N+1))$ has slope $E(N+1)-E(N)$. The theorem says that its intercept at zero thickness tends to $C$.

By hand, the slope is $S_N$, so the intercept is
$$E(N)-N S_N=-T_N.$$
This is minus a partial sum of the convergent series $\sum_k k\,v(k)$, and it tends to $C$. The proof takes that limit first and then identifies the partial sum with the intercept.

```lean
/-- If `k * |v k|` is summable, the energy needed to cut a slab of `2 N` layers into two slabs of
`N` layers converges to the broken-bond energy. -/
theorem cleavage_tendsto {v : ℕ → ℝ} (h : Summable fun k : ℕ => (k : ℝ) * |v k|) :
    Tendsto (fun N : ℕ => 2 * slabEnergy v N - slabEnergy v (2 * N)) atTop
      (𝓝 (brokenBondEnergy v)) := by
  have h2 := surface_excess_tendsto h
  have hN : Tendsto (fun n : ℕ => 2 * n) atTop atTop :=
    tendsto_atTop_mono (fun n => show n ≤ 2 * n by omega) tendsto_id
  have h3 := (h2.const_mul 2).sub (h2.comp hN)
  have e : 2 * brokenBondEnergy v - brokenBondEnergy v = brokenBondEnergy v := by ring
  rw [e] at h3
  refine h3.congr fun N => ?_
  show 2 * (slabEnergy v N - N * bulkEnergy v)
    - (slabEnergy v (2 * N) - ((2 * N : ℕ) : ℝ) * bulkEnergy v) = _
  push_cast
  ring
```

This is a cleavage energy: a slab of $2N$ layers is cut into two slabs of $N$ layers. The bulk terms cancel, because
$$2E(N)-E(2N)=2\big[E(N)-Ne\big]-\big[E(2N)-2Ne\big].$$
The first bracket tends to $C$, and so does the second, since $2N\to\infty$ as well. The limit is $2C-C=C$. In Lean, `h2.comp hN` is the limit along even thicknesses, and `h3` is the combination of the two.

## An attraction that decays too slowly

```lean
/-- Attractive inverse-square pair energy `-1 / k ^ 2`, meant for separations `k ≥ 1`. -/
def inverseSquare (k : ℕ) : ℝ := -(1 / (k : ℝ) ^ 2)
```

This is the attraction $v(k)=-1/k^2$ for $k\ge1$. It serves as a mathematical test case, not as a model of a particular material. It violates the hypothesis of the limit theorem, because $k\,|v(k)|=1/k$ and the harmonic series diverges.

```lean
/-- For the inverse-square attraction the series for the bulk energy converges, but the slab
energy minus `N` times the bulk energy per layer grows without bound. -/
theorem inverseSquare_excess_diverges :
    (Summable fun k : ℕ => inverseSquare (k + 1)) ∧
      Tendsto (fun N : ℕ => slabEnergy inverseSquare N - N * bulkEnergy inverseSquare)
        atTop atTop := by
  have hs0 : Summable fun k : ℕ => 1 / (k : ℝ) ^ 2 :=
    Real.summable_one_div_nat_pow.2 one_lt_two
  have hs : Summable fun k : ℕ => inverseSquare (k + 1) :=
    ((summable_nat_add_iff (f := fun k : ℕ => 1 / (k : ℝ) ^ 2) 1).2 hs0).neg
  refine ⟨hs, tendsto_atTop_mono (fun N => ?_) Real.tendsto_sum_range_one_div_nat_succ_atTop⟩
  -- the excess is at least the harmonic sum
  have e0 : ∑ k ∈ range N, inverseSquare (k + 1) + ∑' j : ℕ, inverseSquare (j + N + 1)
      = bulkEnergy inverseSquare := hs.sum_add_tsum_nat_add N
  have ht : ∑' j : ℕ, inverseSquare (j + N + 1) ≤ 0 := by
    refine tsum_nonpos fun j => ?_
    unfold inverseSquare
    exact neg_nonpos.2 (by positivity)
  have hT : ∑ k ∈ range (N + 1), (k : ℝ) * inverseSquare k
      = -∑ k ∈ range N, 1 / ((k : ℝ) + 1) := by
    rw [Finset.sum_range_succ', Nat.cast_zero, zero_mul, add_zero, ← Finset.sum_neg_distrib]
    apply Finset.sum_congr rfl
    intro k _
    have hk : (k : ℝ) + 1 ≠ 0 := by positivity
    unfold inverseSquare
    push_cast
    field_simp
  rw [slabEnergy_eq_linear, hT, ← e0]
  nlinarith [mul_nonneg (Nat.cast_nonneg N : (0 : ℝ) ≤ N) (neg_nonneg.2 ht)]

end

end SlabSurfaceEnergy
```

The statement has two parts, joined by `∧`: the series for $e$ converges, and $E(N)-Ne\to+\infty$. The first part matters for reading the second, because Lean gives a divergent `∑'` the value zero; here `bulkEnergy` is a true sum. Convergence of the bulk energy alone is therefore not enough for a finite surface energy in this model.

By hand, insert $e=S_N+\sum_{j\ge0}v(j+N+1)$ into the excess:
$$E(N)-Ne=-T_N-N\sum_{j\ge0}v(j+N+1).$$
For the inverse-square attraction, $-T_N=\sum_{k=0}^{N-1}\frac{1}{k+1}$, which is `hT`. The remaining sum is not positive, which is `ht`, so the last term can only raise the excess. Hence
$$E(N)-Ne\ \ge\ \sum_{k=0}^{N-1}\frac1{k+1}\ \longrightarrow\ \infty .$$
The comparison is made by `tendsto_atTop_mono`, with Mathlib's theorem on the divergence of the harmonic sum as the lower bound.

```lean
#print axioms SlabSurfaceEnergy.slabEnergy_eq_pair_count
-- 'SlabSurfaceEnergy.slabEnergy_eq_pair_count' depends on axioms: [propext, Classical.choice, Quot.sound]
#print axioms SlabSurfaceEnergy.two_slab_intercept_tendsto
-- 'SlabSurfaceEnergy.two_slab_intercept_tendsto' depends on axioms: [propext, Classical.choice, Quot.sound]
#print axioms SlabSurfaceEnergy.cleavage_tendsto
-- 'SlabSurfaceEnergy.cleavage_tendsto' depends on axioms: [propext, Classical.choice, Quot.sound]
#print axioms SlabSurfaceEnergy.inverseSquare_excess_diverges
-- 'SlabSurfaceEnergy.inverseSquare_excess_diverges' depends on axioms: [propext, Classical.choice, Quot.sound]
```
